# Eigenvalues of the two-qubit Hamiltonian with real I, Z, ZZ, XX and YY coefficients

A variational calculation of H₂ on two qubits can be checked by comparing its energy with the exact lowest eigenvalue of the same qubit Hamiltonian. For

$$H = a\,I + b\,Z\otimes I + c\,I\otimes Z + d\,Z\otimes Z + e\,X\otimes X + f\,Y\otimes Y$$

with real coefficients, that reference value has a closed form. The four eigenvalues, counted with multiplicity, are

$$a-d\pm\sqrt{(b-c)^2+(e+f)^2},\qquad a+d\pm\sqrt{(b+c)^2+(e-f)^2}.$$

This serves electronic structure only at the size of a two-qubit model, such as H₂ in a minimal basis after symmetry reduction. The coefficients are taken as given: neither the molecular integrals nor the mapping from electrons to qubits is treated.

## The Hamiltonian as a matrix

```lean
import Mathlib

open Polynomial (X C)
open Matrix
open scoped Kronecker

namespace QubitHydrogenHamiltonian

noncomputable section
```

The file loads Mathlib and opens some notation. In the Lean code, `X` is the variable of a polynomial and `C` turns a number into a constant polynomial; the Pauli matrices have longer names. The symbol `⊗ₖ` is the Kronecker product.

```lean
/-- The Pauli matrix X. -/
def pauliX : Matrix (Fin 2) (Fin 2) ℂ := !![0, 1; 1, 0]
```

This is $X=\begin{pmatrix}0&1\\1&0\end{pmatrix}$. The type says that rows and columns are labelled by `Fin 2`, the set $\{0,1\}$, and that the entries are complex.

```lean
/-- The Pauli matrix Y. -/
def pauliY : Matrix (Fin 2) (Fin 2) ℂ := !![0, -Complex.I; Complex.I, 0]
```

This is $Y=\begin{pmatrix}0&-i\\i&0\end{pmatrix}$, so $Y|0\rangle=i|1\rangle$ and $Y|1\rangle=-i|0\rangle$.

```lean
/-- The Pauli matrix Z. -/
def pauliZ : Matrix (Fin 2) (Fin 2) ℂ := !![1, 0; 0, -1]
```

This is $Z=\begin{pmatrix}1&0\\0&-1\end{pmatrix}$, which fixes the convention that $|0\rangle$ has $Z=+1$.

```lean
/-- The two-qubit Hamiltonian a I + b Z⊗I + c I⊗Z + d Z⊗Z + e X⊗X + f Y⊗Y. -/
def hamiltonian (a b c d e f : ℝ) : Matrix (Fin 2 × Fin 2) (Fin 2 × Fin 2) ℂ :=
  (a : ℂ) • 1 + (b : ℂ) • (pauliZ ⊗ₖ 1) + (c : ℂ) • (1 ⊗ₖ pauliZ)
    + (d : ℂ) • (pauliZ ⊗ₖ pauliZ) + (e : ℂ) • (pauliX ⊗ₖ pauliX)
    + (f : ℂ) • (pauliY ⊗ₖ pauliY)
```

The six arguments are real numbers, and `(a : ℂ)` is the real number $a$ regarded as a complex one. Rows and columns are labelled by pairs of bits: the pair $(i,k)$ stands for $|ik\rangle$, with the first factor of each Kronecker product acting on the first bit. A bare `1` is an identity matrix of the size required by its place.

## Two parity sectors

```lean
/-- Sorting of the two-qubit basis by parity: first 00 and 11, then 01 and 10. -/
def paritySectors : Fin 2 × Fin 2 ≃ Fin 2 ⊕ Fin 2 where
  toFun p := if p.1 = p.2 then Sum.inl p.1 else Sum.inr p.1
  invFun := Sum.elim (fun i => (i, i)) (fun i => (i, i + 1))
  left_inv := by intro x; revert x; decide
  right_inv := by intro x; revert x; decide
```

This relabels the basis. Equal bits go to the left copy of `Fin 2`, in the order $|00\rangle,|11\rangle$; unequal bits go to the right copy, in the order $|01\rangle,|10\rangle$. Addition in `Fin 2` is modulo 2, so `(i, i + 1)` is a pair of opposite bits. The last two fields state that the two maps undo each other, which `decide` checks case by case.

```lean
/-- A two-level Hamiltonian with mean energy m, half detuning u and real coupling v. -/
def twoLevel (m u v : ℝ) : Matrix (Fin 2) (Fin 2) ℂ :=
  !![((m + u : ℝ) : ℂ), (v : ℂ); (v : ℂ), ((m - u : ℝ) : ℂ)]
```

This is the general real symmetric two-level matrix

$$\begin{pmatrix}m+u&v\\v&m-u\end{pmatrix},$$

with mean energy $m$, half the difference of the diagonal energies $u$, and coupling $v$.

```lean
/-- The two-qubit Hamiltonian is Hermitian. -/
theorem hamiltonian_isHermitian (a b c d e f : ℝ) :
    (hamiltonian a b c d e f).IsHermitian := by
  ext ⟨i, k⟩ ⟨j, l⟩
  fin_cases i <;> fin_cases k <;> fin_cases j <;> fin_cases l <;>
    simp [hamiltonian, pauliX, pauliY, pauliZ,
      Matrix.conjTranspose_apply, Matrix.kroneckerMap_apply]
```

The theorem says $H^\dagger=H$. By hand: each Pauli matrix is Hermitian, a Kronecker product of Hermitian matrices is Hermitian, and so is a real linear combination of them. Lean takes a more direct route: `fin_cases` runs through all sixteen entries, and `simp` compares each with its conjugate transpose.

```lean
/-- In the parity-sorted basis the Hamiltonian is block diagonal, with one two-level
Hamiltonian for the even sector and one for the odd sector. -/
theorem hamiltonian_blocks (a b c d e f : ℝ) :
    Matrix.reindex paritySectors paritySectors (hamiltonian a b c d e f) =
      Matrix.fromBlocks (twoLevel (a + d) (b + c) (e - f)) 0 0
        (twoLevel (a - d) (b - c) (e + f)) := by
  ext i j
  rcases i with i | i <;> rcases j with j | j <;> fin_cases i <;> fin_cases j <;>
    simp [hamiltonian, paritySectors, twoLevel, pauliX, pauliY, pauliZ,
      Matrix.kroneckerMap_apply] <;> ring
```

The left side is $H$ in the parity-sorted basis; the right side is a block-diagonal matrix with zero off-diagonal blocks.

To see this by hand, start with the diagonal. The state $|pq\rangle$ has diagonal energy $a+(-1)^p b+(-1)^q c+(-1)^{p+q}d$, which gives

- $a+d+(b+c)$ for $|00\rangle$ and $a+d-(b+c)$ for $|11\rangle$,
- $a-d+(b-c)$ for $|01\rangle$ and $a-d-(b-c)$ for $|10\rangle$.

The remaining two terms flip both bits and therefore preserve parity. $X\otimes X$ does so with factor $1$ throughout. $Y\otimes Y$ gives $i\cdot i=-1$ on $|00\rangle$ and $(-i)(-i)=-1$ on $|11\rangle$, but $i\cdot(-i)=1$ on $|01\rangle$ and $|10\rangle$. The coupling is thus $e-f$ in the even sector and $e+f$ in the odd one. In the notation of `twoLevel`,

$$(m,u,v)=(a+d,\;b+c,\;e-f)\quad\text{and}\quad(a-d,\;b-c,\;e+f).$$

The Lean proof makes the same comparison entry by entry, and `ring` settles the remaining algebra.

## From two levels to four

```lean
/-- The characteristic polynomial of a two-level Hamiltonian has the roots
m ± √(u² + v²). -/
theorem twoLevel_charpoly (m u v : ℝ) :
    (twoLevel m u v).charpoly =
      (X - C ((m + √(u ^ 2 + v ^ 2) : ℝ) : ℂ)) *
        (X - C ((m - √(u ^ 2 + v ^ 2) : ℝ) : ℂ)) := by
  have hs : √(u ^ 2 + v ^ 2) ^ 2 = u ^ 2 + v ^ 2 := Real.sq_sqrt (by positivity)
  generalize √(u ^ 2 + v ^ 2) = r at hs ⊢
  have hs' : (r : ℂ) ^ 2 = (u : ℂ) ^ 2 + (v : ℂ) ^ 2 := by exact_mod_cast hs
  -- trace and determinant are the sum and the product of the two levels
  have ht : (twoLevel m u v).trace = ((m + r : ℝ) : ℂ) + ((m - r : ℝ) : ℂ) := by
    rw [twoLevel, Matrix.trace_fin_two_of]
    push_cast
    ring
  have hd : (twoLevel m u v).det = ((m + r : ℝ) : ℂ) * ((m - r : ℝ) : ℂ) := by
    rw [twoLevel, Matrix.det_fin_two_of]
    push_cast
    linear_combination hs'
  rw [Matrix.charpoly_fin_two, ht, hd, Polynomial.C_add, Polynomial.C_mul]
  ring
```

The characteristic polynomial is $\det(\lambda I-M)$, with `X` in the role of $\lambda$. Put $r=\sqrt{u^2+v^2}$. The trace of the two-level matrix is $2m=(m+r)+(m-r)$, and its determinant is

$$(m+u)(m-u)-v^2=m^2-r^2=(m+r)(m-r).$$

Hence

$$\lambda^2-2m\lambda+m^2-r^2=(\lambda-m-r)(\lambda-m+r).$$

In Lean, `hs` records $r^2=u^2+v^2$, which holds because the sum of squares is non-negative. `ht` and `hd` are the trace and determinant identities, and `Matrix.charpoly_fin_two` supplies the quadratic formed from them.

```lean
/-- The characteristic polynomial of the two-qubit Hamiltonian splits into four explicit
linear factors, two from each parity sector. -/
theorem hamiltonian_charpoly (a b c d e f : ℝ) :
    (hamiltonian a b c d e f).charpoly =
      (X - C ((a - d + √((b - c) ^ 2 + (e + f) ^ 2) : ℝ) : ℂ)) *
      (X - C ((a - d - √((b - c) ^ 2 + (e + f) ^ 2) : ℝ) : ℂ)) *
      (X - C ((a + d + √((b + c) ^ 2 + (e - f) ^ 2) : ℝ) : ℂ)) *
      (X - C ((a + d - √((b + c) ^ 2 + (e - f) ^ 2) : ℝ) : ℂ)) := by
  rw [← Matrix.charpoly_reindex paritySectors, hamiltonian_blocks,
    Matrix.charpoly_fromBlocks_zero₁₂, twoLevel_charpoly, twoLevel_charpoly]
  ring
```

Relabelling the basis leaves the characteristic polynomial unchanged, and the polynomial of a block-diagonal matrix is the product of those of its blocks. The first three rewrites are these facts together with the block form. Applying the two-level result to each sector then gives four linear factors, and `ring` puts them in the stated order.

```lean
/-- The four eigenvalues of the two-qubit Hamiltonian, counted with multiplicity, are
a - d ± √((b-c)² + (e+f)²) and a + d ± √((b+c)² + (e-f)²). -/
theorem hamiltonian_eigenvalues (a b c d e f : ℝ) :
    (hamiltonian a b c d e f).charpoly.roots =
      {((a - d + √((b - c) ^ 2 + (e + f) ^ 2) : ℝ) : ℂ),
       ((a - d - √((b - c) ^ 2 + (e + f) ^ 2) : ℝ) : ℂ),
       ((a + d + √((b + c) ^ 2 + (e - f) ^ 2) : ℝ) : ℂ),
       ((a + d - √((b + c) ^ 2 + (e - f) ^ 2) : ℝ) : ℂ)} := by
  rw [← Polynomial.roots_multiset_prod_X_sub_C
    ({_, _, _, _} : Multiset ℂ), hamiltonian_charpoly]
  congr 1
  simp only [Multiset.insert_eq_cons, Multiset.map_cons, Multiset.map_singleton,
    Multiset.prod_cons, Multiset.prod_singleton]
  ring
```

Here `roots` is a multiset, a collection that keeps repeated members, so a degenerate level appears as often as it occurs. The proof writes the listed multiset as the roots of $\prod_j(\lambda-E_j)$, where $E_j$ runs over the four listed values, and then checks that this product is the polynomial just found.

For a numerical instance, take $a=0$, $b=4$, $c=1$, $d=1$, $e=8$, $f=-4$. The odd sector gives $-1\pm\sqrt{3^2+4^2}$, that is $4$ and $-6$. The even sector gives $1\pm\sqrt{5^2+12^2}$, that is $14$ and $-12$. The four values add up to $0$, the trace $4a$. The even block is

$$\begin{pmatrix}6&12\\12&-4\end{pmatrix},$$

and its lower level $-12$ has the normalised state $(2|00\rangle-3|11\rangle)/\sqrt{13}$.

## Energies and the ground state

```lean
/-- A real energy E solves the stationary Schrödinger equation H v = E v with a nonzero
state v exactly when E is one of the four listed levels. -/
theorem energy_iff (a b c d e f E : ℝ) :
    (∃ v : Fin 2 × Fin 2 → ℂ, v ≠ 0 ∧ hamiltonian a b c d e f *ᵥ v = (E : ℂ) • v) ↔
      E = a - d + √((b - c) ^ 2 + (e + f) ^ 2) ∨
      E = a - d - √((b - c) ^ 2 + (e + f) ^ 2) ∨
      E = a + d + √((b + c) ^ 2 + (e - f) ^ 2) ∨
      E = a + d - √((b + c) ^ 2 + (e - f) ^ 2) := by
  -- a nonzero solution exists iff the secular determinant vanishes
  have h1 : (∃ v : Fin 2 × Fin 2 → ℂ, v ≠ 0 ∧
      hamiltonian a b c d e f *ᵥ v = (E : ℂ) • v) ↔
      (hamiltonian a b c d e f).charpoly.eval (E : ℂ) = 0 := by
    rw [Matrix.eval_charpoly, ← Matrix.exists_mulVec_eq_zero_iff]
    refine exists_congr fun v => and_congr_right fun _ => ?_
    have hv : Matrix.scalar (Fin 2 × Fin 2) (E : ℂ) *ᵥ v = (E : ℂ) • v := by
      ext i
      simp [Matrix.scalar_apply, Matrix.mulVec_diagonal]
    rw [Matrix.sub_mulVec, sub_eq_zero, hv]
    exact eq_comm
  rw [h1, hamiltonian_charpoly]
  simp only [Polynomial.eval_mul, Polynomial.eval_sub, Polynomial.eval_X,
    Polynomial.eval_C, mul_eq_zero, sub_eq_zero, Complex.ofReal_inj, or_assoc]
```

This connects the polynomial with the stationary Schrödinger equation. The symbol `*ᵥ` applies a matrix to a vector. The state $v$ need only be nonzero; dividing by its norm gives a normalised solution with the same energy.

By hand, $Hv=Ev$ is the same as $(E\,I-H)v=0$, which has a nonzero solution exactly when $\det(E\,I-H)=0$. The auxiliary statement `h1` is this secular condition. Once the determinant is written as four factors, it vanishes exactly when one of them does, which gives the four alternatives.

```lean
/-- The ground-state energy is the smaller of the lower levels of the two parity
sectors. -/
theorem ground_energy (a b c d e f : ℝ) :
    IsLeast {E : ℝ | ∃ v : Fin 2 × Fin 2 → ℂ,
        v ≠ 0 ∧ hamiltonian a b c d e f *ᵥ v = (E : ℂ) • v}
      (min (a - d - √((b - c) ^ 2 + (e + f) ^ 2))
        (a + d - √((b + c) ^ 2 + (e - f) ^ 2))) := by
  constructor
  · rw [Set.mem_ofPred_eq, energy_iff]
    rcases min_choice (a - d - √((b - c) ^ 2 + (e + f) ^ 2))
      (a + d - √((b + c) ^ 2 + (e - f) ^ 2)) with h | h
    · exact Or.inr (Or.inl h)
    · exact Or.inr (Or.inr (Or.inr h))
  · intro E hE
    rw [Set.mem_ofPred_eq, energy_iff] at hE
    have hp := Real.sqrt_nonneg ((b - c) ^ 2 + (e + f) ^ 2)
    have hq := Real.sqrt_nonneg ((b + c) ^ 2 + (e - f) ^ 2)
    rcases hE with h | h | h | h
    · exact (min_le_left _ _).trans (by linarith)
    · exact (min_le_left _ _).trans (by linarith)
    · exact (min_le_right _ _).trans (by linarith)
    · exact (min_le_right _ _).trans (by linarith)
```

`IsLeast` says two things: the stated minimum is itself an energy of $H$, and no energy lies below it. The first holds because the minimum equals one of the two lower sector levels, both of which are on the list. For the second, a square root is non-negative, so each upper level is at least the lower level of its own sector, and both lower levels are at least their minimum. The two branches after `constructor` are these two arguments. In the numerical instance, the ground-state energy is $\min(-6,-12)=-12$.

The minimum is taken over the energies of both parity sectors, that is, over the whole four-dimensional state space. If an encoding represents the wanted electronic states in only one parity sector, the lower level of that sector is the relevant one.

Real coefficients matter here. With $b=i$ and all others zero, the matrix is $i\,Z\otimes I$, whose eigenvalues are $i,i,-i,-i$. It is not Hermitian and has no real energy, so there is no ground-state energy to find.

```lean
/-- For equal X⊗X and Y⊗Y coefficients e, the characteristic polynomial has the roots
a - d ± √((b-c)² + 4e²) and a + d ± (b + c). -/
theorem exchange_charpoly (a b c d e : ℝ) :
    (hamiltonian a b c d e e).charpoly =
      (X - C ((a - d + √((b - c) ^ 2 + 4 * e ^ 2) : ℝ) : ℂ)) *
      (X - C ((a - d - √((b - c) ^ 2 + 4 * e ^ 2) : ℝ) : ℂ)) *
      (X - C ((a + d + (b + c) : ℝ) : ℂ)) *
      (X - C ((a + d - (b + c) : ℝ) : ℂ)) := by
  have h1 : (b - c) ^ 2 + (e + e) ^ 2 = (b - c) ^ 2 + 4 * e ^ 2 := by ring
  -- the even sector has no coupling
  have h2 : √((b + c) ^ 2 + (e - e) ^ 2) = |b + c| := by
    rw [sub_self, zero_pow two_ne_zero, add_zero, Real.sqrt_sq_eq_abs]
  rw [hamiltonian_charpoly, h1, h2]
  rcases abs_choice (b + c) with h | h
  · rw [h]
  · have h3 : a + d + -(b + c) = a + d - (b + c) := by ring
    have h4 : a + d - -(b + c) = a + d + (b + c) := by ring
    rw [h, h3, h4]
    ring

end

end QubitHydrogenHamiltonian
```

Some two-qubit forms of the H₂ Hamiltonian have equal $X\otimes X$ and $Y\otimes Y$ coefficients. Setting $f=e$ makes the even coupling $e-f$ vanish, so $|00\rangle$ and $|11\rangle$ are eigenstates with energies $a+d\pm(b+c)$. The odd coupling becomes $2e$, which gives $a-d\pm\sqrt{(b-c)^2+4e^2}$.

The general formula contains $\sqrt{(b+c)^2}=|b+c|$, not $b+c$. The proof therefore treats both signs: if $b+c$ is negative, the two even factors merely change places, and their product is the same.

```lean
#print axioms QubitHydrogenHamiltonian.hamiltonian_isHermitian
-- 'QubitHydrogenHamiltonian.hamiltonian_isHermitian' depends on axioms: [propext, Classical.choice, Quot.sound]
#print axioms QubitHydrogenHamiltonian.hamiltonian_eigenvalues
-- 'QubitHydrogenHamiltonian.hamiltonian_eigenvalues' depends on axioms: [propext, Classical.choice, Quot.sound]
#print axioms QubitHydrogenHamiltonian.ground_energy
-- 'QubitHydrogenHamiltonian.ground_energy' depends on axioms: [propext, Classical.choice, Quot.sound]
#print axioms QubitHydrogenHamiltonian.exchange_charpoly
-- 'QubitHydrogenHamiltonian.exchange_charpoly' depends on axioms: [propext, Classical.choice, Quot.sound]
```
